# A Two-Cutoff Model of GW Convergence: The Truncated Value Tends to the Full Value Exactly When Both Cutoffs Diverge

## Contribution density, cutoffs and the minimum rule

Let $q$ be a cutoff variable, for instance a momentum or an energy, and let $f(q)$ be the contribution to some GW quantity per unit of $q$. Two things are assumed about $f$: it is positive for every $q>0$, and it is integrable over $(0,\infty)$. Continuity is not required, and the value at $q=0$ plays no role. Define

$$C(a)=\int_0^a f(q)\,dq,\qquad I=\int_0^\infty f(q)\,dq,\qquad F(K,Q)=C(\min(K,Q)).$$

Here $C(a)$ is the contribution collected up to a single cutoff $a$, and $I$ is the full value. $F(K,Q)$ is the value obtained with band cutoff $K$ and dielectric cutoff $Q$, both measured on the same scale as $q$ and both nonnegative.

The minimum is a postulate that stands for momentum matching. Empty states of high energy resemble plane waves, and such a state couples mainly to the components of the screened interaction with comparable momentum. It therefore adds little if the dielectric matrix has been cut off below that momentum, and a large dielectric matrix adds little if the matching bands are missing. The model makes this mutual dependence sharp.

Three statements follow for $K,Q\ge 0$.

1. $F(K,Q)=F(Q,Q)$ exactly when $K\ge Q$, and this plateau value lies strictly below $I$.
2. The truncation error $I-F(K,Q)$ is the larger of $I-C(K)$ and $I-C(Q)$.
3. For sequences of nonnegative cutoffs, $F(K_j,Q_j)\to I$ if and only if $K_j\to\infty$ and $Q_j\to\infty$.

They bear on the convergence of GW quasiparticle energies with respect to bands and dielectric matrix size, within a model that has one cutoff variable and a fixed density of one sign.

## Derivation from strict monotonicity

**One cutoff.** Take $0\le a<b$. Additivity of the integral gives

$$C(b)-C(a)=\int_a^b f(q)\,dq .$$

The right-hand side is positive. Indeed, the interval $(a,b)$ is the union over $n=1,2,\dots$ of the sets on which $f>1/n$, so one of these sets has positive length $m$, and the integral is at least $m/n$. Hence $C$ is strictly increasing on $[0,\infty)$.

**No finite cutoff suffices.** Since $f$ is integrable, $C(b)\to I$ as $b\to\infty$. For $b\ge a+1$ we have $C(a+1)\le C(b)$, and letting $b\to\infty$ gives $C(a+1)\le I$. Therefore

$$C(a)<C(a+1)\le I\qquad (a\ge 0).$$

**The plateau.** If $K\ge Q$, then $\min(K,Q)=Q$ and $F(K,Q)=C(Q)=F(Q,Q)$. If $K<Q$, then $F(K,Q)=C(K)<C(Q)$. So the plateau begins exactly at $K=Q$, and its height $C(Q)$ is below $I$ by the previous step.

**The error.** If $K\le Q$, then $F(K,Q)=C(K)\le C(Q)$, so the error is $I-C(K)$, which is the larger of the two single-cutoff errors. The case $Q\le K$ is the same with the roles exchanged.

**Convergence forces both cutoffs to diverge.** Suppose $F(K_j,Q_j)\to I$ and fix a bound $b\ge 0$. Because $C(b)<I$, we have $F(K_j,Q_j)>C(b)$ for all sufficiently large $j$. If $\min(K_j,Q_j)\le b$ held for such a $j$, monotonicity would give $F(K_j,Q_j)\le C(b)$, a contradiction. So $\min(K_j,Q_j)>b$ eventually. As $b$ was arbitrary, the minimum tends to infinity, and so do $K_j$ and $Q_j$, which are at least as large.

**Divergence of both gives convergence.** If both cutoffs eventually exceed every bound, so does their minimum $m_j$, and $F(K_j,Q_j)=C(m_j)\to I$.

**An explicit case.** For $f(q)=e^{-q}$ one finds $I=1$ and $F(K,Q)=1-e^{-\min(K,Q)}$. With $Q=2$, the band cutoffs $K=2,4,8$ all give $1-e^{-2}\approx 0.865$. The curve is perfectly flat, yet about 13.5 per cent of the full value is missing.

## What a flat band scan says in a calculation

A common convergence test fixes the dielectric cutoff, raises the number of bands, and stops when the quasiparticle energy no longer changes. In the model, the observed change vanishes once $K\ge Q$, while the error remains $I-C(Q)$. Extrapolating the band scan to infinitely many bands does not help either: at fixed $Q$ the limit is $C(Q)$, not $I$.

A script that guards against this puts the band scan inside a loop over the dielectric cutoff, or raises both together. Input files often specify a number of bands on one side and a plane-wave kinetic energy on the other, so following the path $K=Q$ means putting the two on one scale first. One way is to compare the kinetic-energy cutoff with the energy of the highest band included, measured from the average potential in the crystal; for states close to plane waves this is approximately their kinetic energy. Along this path the model value is $C(K)$, which increases strictly at every step and so is never exactly flat. Small steps alone still do not prove that the error is small, because a slowly decaying $f$ can leave a large remainder. The model also supplies a diagnosis: if raising one cutoff alone leaves the model value exactly unchanged, the other cutoff is the limiting one. In a calculation, a change below the tolerance is only a hint of this, because it can also mean that the step was small or that little contribution remains.

In a real calculation the plateau is only approximate, because the states are not exact plane waves and because the screening itself changes with the cutoffs.

## The definitions in Lean

```lean
import Mathlib

open MeasureTheory Set Filter Topology

namespace GWCutoffConvergence

noncomputable section
```

The physical assumptions on $f$ are collected in a single proposition.

```lean
/-- A contribution density: positive at every positive value of the cutoff variable and
integrable over the positive half-line. -/
structure IsContribution (f : ℝ → ℝ) : Prop where
  pos : ∀ q, 0 < q → 0 < f q
  integrable : IntegrableOn f (Ioi 0)
```

The field `pos` is positivity on $q>0$, and `integrable` is integrability on `Ioi 0`, the open half-line $(0,\infty)$. Positivity is a real restriction: if contributions of both signs occurred, they could cancel and the truncated value could equal $I$ at a finite cutoff. A density that is negative throughout is covered by applying the results to $-f$.

```lean
/-- The contribution collected from zero up to a single cutoff `a`. -/
def cutoffIntegral (f : ℝ → ℝ) (a : ℝ) : ℝ := ∫ q in (0 : ℝ)..a, f q
```

This is $C(a)$. The notation `∫ q in (0 : ℝ)..a` denotes an oriented integral, which for negative $a$ is minus the integral from $a$ to $0$. Its value there depends on $f$ at negative arguments, about which `IsContribution` says nothing, so the theorems about general densities assume nonnegative cutoffs.

```lean
/-- The truncated value with band cutoff `K` and dielectric cutoff `Q`: the smaller cutoff
ends the integration. -/
def truncatedValue (f : ℝ → ℝ) (K Q : ℝ) : ℝ := cutoffIntegral f (min K Q)
```

This is $F(K,Q)$, and it is where the minimum rule enters. The rule is part of the definition and is not derived from the GW equations. Both cutoffs are real numbers on one scale, and the discrete sum over bands has been idealised as an integral.

```lean
/-- The value without any cutoff. -/
def fullValue (f : ℝ → ℝ) : ℝ := ∫ q in Ioi (0 : ℝ), f q
```

This is $I$.

## Monotonicity and the strict gap below the full value

```lean
/-- Raising a single nonnegative cutoff strictly increases the collected contribution. -/
theorem cutoffIntegral_strictMonoOn {f : ℝ → ℝ} (hf : IsContribution f) :
    StrictMonoOn (cutoffIntegral f) (Ici 0) := by
  have hint : ∀ a b : ℝ, 0 ≤ a → a ≤ b → IntervalIntegrable f volume a b := by
    intro a b ha hab
    rw [intervalIntegrable_iff_integrableOn_Ioc_of_le hab]
    exact hf.integrable.mono_set (fun x hx => lt_of_le_of_lt ha hx.1)
  intro a ha b _ hab
  have ha0 : (0 : ℝ) ≤ a := ha
  -- the shell between the two cutoffs contributes a positive amount
  have hshell : 0 < ∫ q in a..b, f q :=
    intervalIntegral.intervalIntegral_pos_of_pos_on (hint a b ha0 hab.le)
      (fun x hx => hf.pos x (lt_of_le_of_lt ha0 hx.1)) hab
  have hadd := intervalIntegral.integral_add_adjacent_intervals
    (hint 0 a le_rfl ha0) (hint a b ha0 hab.le)
  unfold cutoffIntegral
  linarith
```

`StrictMonoOn (cutoffIntegral f) (Ici 0)` says that $C$ is strictly increasing on $[0,\infty)$. The auxiliary statement `hint` restricts integrability from the half-line to any interval between nonnegative cutoffs. Then `hshell` is the positivity of $\int_a^b f$, `hadd` is additivity, and `linarith` combines the two into $C(a)<C(b)$.

```lean
/-- Every finite nonnegative cutoff leaves the collected contribution strictly below the
full value. -/
theorem cutoffIntegral_lt_fullValue {f : ℝ → ℝ} (hf : IsContribution f) {a : ℝ}
    (ha : 0 ≤ a) : cutoffIntegral f a < fullValue f := by
  have hmono := cutoffIntegral_strictMonoOn hf
  have ha1 : (0 : ℝ) ≤ a + 1 := by linarith
  have hlim : Tendsto (fun b : ℝ => cutoffIntegral f b) atTop (𝓝 (fullValue f)) :=
    intervalIntegral_tendsto_integral_Ioi 0 hf.integrable tendsto_id
  have hle : cutoffIntegral f (a + 1) ≤ fullValue f := by
    refine ge_of_tendsto hlim ?_
    filter_upwards [eventually_ge_atTop (a + 1)] with b hb
    exact hmono.monotoneOn ha1 (ha1.trans hb) hb
  exact lt_of_lt_of_le (hmono ha ha1 (by linarith)) hle
```

This is the chain $C(a)<C(a+1)\le I$. The limit `hlim` states that $C(b)\to I$. The lemma `ge_of_tendsto` passes the inequality $C(a+1)\le C(b)$, valid for all $b\ge a+1$, to the limit. Passing to the limit directly in $C(a)<C(b)$ would give only $C(a)\le I$, because a strict inequality may become an equality in a limit. The detour through $a+1$ keeps the result strict: the strictness comes from the first link of the chain.

## The plateau and the error formula

```lean
/-- At fixed dielectric cutoff `Q`, the truncated value sits on its plateau exactly when the
band cutoff has reached `Q`. -/
theorem truncatedValue_eq_plateau_iff {f : ℝ → ℝ} (hf : IsContribution f) {K Q : ℝ}
    (hK : 0 ≤ K) (hQ : 0 ≤ Q) :
    truncatedValue f K Q = truncatedValue f Q Q ↔ Q ≤ K := by
  unfold truncatedValue
  rw [min_self]
  constructor
  · intro h
    by_contra hlt
    have hKQ : K < Q := lt_of_not_ge hlt
    rw [min_eq_left hKQ.le] at h
    exact (cutoffIntegral_strictMonoOn hf hK hQ hKQ).ne h
  · intro h
    rw [min_eq_right h]
```

The equivalence locates the start of the plateau. In the forward direction the proof supposes $K<Q$, replaces the minimum by $K$, and contradicts strict monotonicity. The backward direction only evaluates the minimum.

```lean
/-- False convergence: at fixed dielectric cutoff `Q` the truncated value is constant for all
band cutoffs `K ≥ Q`, and this constant lies strictly below the full value. -/
theorem false_convergence {f : ℝ → ℝ} (hf : IsContribution f) {Q : ℝ} (hQ : 0 ≤ Q) :
    (∀ K, Q ≤ K → truncatedValue f K Q = truncatedValue f Q Q) ∧
      truncatedValue f Q Q < fullValue f := by
  refine ⟨fun K hK => (truncatedValue_eq_plateau_iff hf (hQ.trans hK) hQ).2 hK, ?_⟩
  unfold truncatedValue
  rw [min_self]
  exact cutoffIntegral_lt_fullValue hf hQ
```

The name `false_convergence` refers to the two facts taken together: the value is constant for all $K\ge Q$, and the constant is strictly less than $I$. The theorem includes $Q=0$, where the plateau has height zero.

```lean
/-- The truncation error with two cutoffs is the larger of the two single-cutoff errors. -/
theorem truncation_error_eq_max {f : ℝ → ℝ} (hf : IsContribution f) {K Q : ℝ}
    (hK : 0 ≤ K) (hQ : 0 ≤ Q) :
    fullValue f - truncatedValue f K Q =
      max (fullValue f - cutoffIntegral f K) (fullValue f - cutoffIntegral f Q) := by
  have hmono := (cutoffIntegral_strictMonoOn hf).monotoneOn
  unfold truncatedValue
  rcases le_total K Q with h | h
  · have hc := hmono hK hQ h
    rw [min_eq_left h, max_eq_left (by linarith)]
  · have hc := hmono hQ hK h
    rw [min_eq_right h, max_eq_right (by linarith)]
```

The proof splits on whether $K\le Q$ or $Q\le K$, as in the derivation by hand. In each case monotonicity decides which single-cutoff error is the larger.

## Convergence along arbitrary families of cutoffs

```lean
/-- Along any family of nonnegative cutoffs, in particular any sequence, the truncated value
converges to the full value if and only if both cutoffs tend to infinity. -/
theorem tendsto_fullValue_iff {f : ℝ → ℝ} (hf : IsContribution f) {ι : Type*}
    {l : Filter ι} {K Q : ι → ℝ} (hK : ∀ j, 0 ≤ K j) (hQ : ∀ j, 0 ≤ Q j) :
    Tendsto (fun j => truncatedValue f (K j) (Q j)) l (𝓝 (fullValue f)) ↔
      Tendsto K l atTop ∧ Tendsto Q l atTop := by
  constructor
  · intro h
    -- the smaller cutoff must eventually pass every bound
    have hmin : Tendsto (fun j => min (K j) (Q j)) l atTop := by
      rw [tendsto_atTop]
      intro b
      have hb : (0 : ℝ) ≤ max b 0 := le_max_right b 0
      filter_upwards [h.eventually_const_lt (cutoffIntegral_lt_fullValue hf hb)] with j hj
      by_contra hlt
      have hle : min (K j) (Q j) ≤ max b 0 :=
        (lt_of_not_ge hlt).le.trans (le_max_left b 0)
      have hc := (cutoffIntegral_strictMonoOn hf).monotoneOn
        (le_min (hK j) (hQ j)) hb hle
      exact not_lt_of_ge hc hj
    exact ⟨tendsto_atTop_mono (fun j => min_le_left (K j) (Q j)) hmin,
      tendsto_atTop_mono (fun j => min_le_right (K j) (Q j)) hmin⟩
  · rintro ⟨h1, h2⟩
    have hmin : Tendsto (fun j => min (K j) (Q j)) l atTop := by
      rw [tendsto_atTop] at h1 h2 ⊢
      intro b
      filter_upwards [h1 b, h2 b] with j hj1 hj2
      exact le_min hj1 hj2
    -- take the limit in a single real cutoff, then follow the smaller cutoff along the family
    have hlim : Tendsto (fun b : ℝ => cutoffIntegral f b) atTop (𝓝 (fullValue f)) :=
      intervalIntegral_tendsto_integral_Ioi 0 hf.integrable tendsto_id
    exact hlim.comp hmin
```

The cutoffs are functions `K` and `Q` on an index type `ι`, and `l` is a filter on that type, which specifies the sense in which the index approaches its limit. For ordinary sequences, `ι` is the natural numbers and `l` is `atTop`, that is, $j\to\infty$. `Tendsto K l atTop` then reads $K_j\to\infty$, and `𝓝 (fullValue f)` is the filter of neighbourhoods of $I$.

The forward direction turns on `eventually_const_lt`. Given that a function tends to a limit $L$ and that $c<L$, this lemma yields that the function eventually exceeds $c$. Here $L=I$ and $c=C(\max(b,0))$, and the required inequality $c<L$ is exactly `cutoffIntegral_lt_fullValue`. In an argument with $\varepsilon$, one would choose $\varepsilon=I-C(\max(b,0))$, and the strict gap is what makes this $\varepsilon$ positive. If $f$ vanished beyond some finite $q$, the gap would close there, and finite cutoffs would already give the full value.

The command `filter_upwards` then takes an index `j` at which the inequality holds and leaves an ordinary statement about that one index: $\min(K_j,Q_j)\ge b$. Assuming the opposite, monotonicity contradicts the inequality. The bound is written `max b 0` because divergence to infinity is tested against every real $b$, including negative ones, while monotonicity is available only for nonnegative cutoffs. Finally, `tendsto_atTop_mono` transfers divergence from the minimum to each of the two cutoffs.

In the reverse direction, `hmin` states that the minimum diverges, and `hlim.comp hmin` inserts it into the limit $C(b)\to I$.

## The exponential density

```lean
/-- The decaying exponential is a contribution density with full value one, and its truncated
value is one minus the exponential of minus the smaller cutoff. -/
theorem exponential_witness :
    IsContribution (fun q => Real.exp (-q)) ∧
      fullValue (fun q => Real.exp (-q)) = 1 ∧
      ∀ K Q : ℝ, truncatedValue (fun q => Real.exp (-q)) K Q = 1 - Real.exp (-min K Q) := by
  refine ⟨⟨fun q _ => Real.exp_pos _, ?_⟩, integral_exp_neg_Ioi_zero, fun K Q => ?_⟩
  · simpa using exp_neg_integrableOn_Ioi 0 (one_pos : (0 : ℝ) < 1)
  · -- an antiderivative is minus the exponential itself
    have hderiv : ∀ x : ℝ, HasDerivAt (fun y : ℝ => -Real.exp (-y)) (Real.exp (-x)) x := by
      intro x
      have h := ((hasDerivAt_id' x).fun_neg.exp).fun_neg
      exact h.congr_deriv (by ring)
    have hcont : Continuous (fun q : ℝ => Real.exp (-q)) := by fun_prop
    unfold truncatedValue cutoffIntegral
    rw [intervalIntegral.integral_eq_sub_of_hasDerivAt (fun x _ => hderiv x)
      (hcont.intervalIntegrable _ _), neg_zero, Real.exp_zero]
    ring

end

end GWCutoffConvergence
```

The theorem confirms that the assumptions are satisfied by a concrete density and gives its full and truncated values. The truncated value is computed from the antiderivative $-e^{-q}$, whose derivative is established in `hderiv`. Because the integral is oriented, the formula holds for all real $K$ and $Q$, although only nonnegative cutoffs have a physical reading. The exponential was chosen because its integrals are elementary, not as a model of how fast GW contributions decay.

```lean
#print axioms GWCutoffConvergence.false_convergence
#print axioms GWCutoffConvergence.truncation_error_eq_max
#print axioms GWCutoffConvergence.tendsto_fullValue_iff
```

```
'GWCutoffConvergence.false_convergence' depends on axioms: [propext, Classical.choice, Quot.sound]
'GWCutoffConvergence.truncation_error_eq_max' depends on axioms: [propext, Classical.choice, Quot.sound]
'GWCutoffConvergence.tendsto_fullValue_iff' depends on axioms: [propext, Classical.choice, Quot.sound]
```
